# Time-Step Sampling of a Continuous Emission Rate Converges to the Optical-Depth Survival Law

One way to simulate photon emission by an electron crossing an intense laser pulse is to decide at random, at each time step, whether the electron emits. The code evaluates the emission rate $W$ from the local field and the electron's momentum, draws a random number $r$ uniformly from $[0,1]$, and records an emission if $r < W\,\Delta t$. If $W\,\Delta t\le1$, the electron passes the step without emitting with probability $1-W\,\Delta t$, whereas a constant rate acting throughout the step would give $e^{-W\Delta t}$. The difference is a bias of the time step, and the biases of the separate steps combine over the pulse.

Let the interval $[0,T]$ be divided into $n$ equal steps starting at $t_j=jT/n$, with $j=0,\dots,n-1$, and let $w_j=W(t_j)\,T/n$ be the emission probability of step $j$. If every $w_j$ lies in $[0,1]$, then

$$0\le e^{-\sum_j w_j}-\prod_j(1-w_j)\le \tfrac12\sum_j w_j^2 .$$

If $W$ is nonnegative and continuous on $[0,T]$, the product tends to $e^{-\tau}$ as $n\to\infty$, where $\tau=\int_0^T W\,dt$. In this setting $\tau$ is called the optical depth; it is the accumulated emission rate of the electron and does not describe the attenuation of a light beam.

## From one step to the whole pulse

**One step.** For $w\ge0$ the exponential series gives $e^w\ge 1+w+\tfrac12w^2$. Moreover,

$$\left(1-w+\tfrac12w^2\right)\left(1+w+\tfrac12w^2\right)=\left(1+\tfrac12w^2\right)^2-w^2=1+\tfrac14w^4\ge1 .$$

Hence $e^{-w}\le 1/(1+w+\tfrac12w^2)\le 1-w+\tfrac12w^2$, so the one-step bias $e^{-w}-(1-w)$ is at most $\tfrac12w^2$. It is nonnegative because $e^x\ge1+x$ for every real $x$.

**Many steps.** Let $S$ be the sum and $P$ the product for the steps already included, and add a step with probability $a$. Then

$$e^{-S-a}-(1-a)P=\left[e^{-a}-(1-a)\right]e^{-S}+(1-a)\left[e^{-S}-P\right].$$

Both terms are nonnegative. Since $e^{-S}\le1$ and $1-a\le1$, the total bias grows by at most $\tfrac12a^2$. Starting from no steps, where the bias is zero, induction gives both inequalities.

**The constant.** Suppose that $C<\tfrac12$ also bounded the one-step bias by $Cw^2$ on $[0,1]$. For $0<w\le1$ one has $e^{-w}\ge1-w+\tfrac12w^2-\tfrac29w^3$, so $\tfrac12-C\le\tfrac29w$. This fails for $w=\min(1,\tfrac12-C)$.

**The limit.** If $0\le W\le M$ on $[0,T]$ and $MT\le n$, then $0\le w_j\le MT/n\le1$, and the bias is at most

$$\tfrac12\,n\left(\frac{MT}{n}\right)^2=\frac{(MT)^2}{2n}.$$

It remains to compare the discrete depth $D_n=\sum_jw_j$ with $\tau$. With $t_n=T$,

$$D_n-\tau=\sum_{j=0}^{n-1}\int_{t_j}^{t_{j+1}}\left[W(t_j)-W(t)\right]dt .$$

By uniform continuity, for any $\eta>0$ the integrand is at most $\eta$ in size once the steps are short enough, so $|D_n-\tau|\le\eta T$. Thus $D_n\to\tau$ and $e^{-D_n}\to e^{-\tau}$. The bias vanishes as well, and the product tends to $e^{-\tau}$.

For a constant rate with $WT=1$, ten steps give $0.9^{10}\approx0.349$, against $e^{-1}\approx0.368$. The bias is about $0.019$, within the bound $0.05$. With a single step, $n=1$, the sampled value is $1-W(0)T$ and only the initial rate enters. If the rate starts at zero and then rises, that value is $1$, which lies above $e^{-\tau}$. The sign of the bias is therefore fixed relative to $e^{-D_n}$, not relative to $e^{-\tau}$.

## The sampled probability and the two depths in Lean

The rate is a function `W : ℝ → ℝ`, of which only the values on $[0,T]$ matter. The index set `Finset.range n` is $\{0,\dots,n-1\}$, so the rate is taken at the start of each step.

```lean
import Mathlib

open Filter Topology

namespace EmissionSampling

noncomputable section

/-- Probability that no emission is sampled in `n ≥ 1` equal time steps covering `[0, T]`, when step
`j` emits, independently of the others, with probability `W (j T / n) T / n`, assumed to lie in
`[0, 1]`. -/
def noEmission (W : ℝ → ℝ) (T : ℝ) (n : ℕ) : ℝ :=
  ∏ j ∈ Finset.range n, (1 - W ((j : ℝ) * T / n) * (T / n))

/-- Sum of the emission probabilities of the `n ≥ 1` equal time steps covering `[0, T]`. -/
def stepDepth (W : ℝ → ℝ) (T : ℝ) (n : ℕ) : ℝ :=
  ∑ j ∈ Finset.range n, W ((j : ℝ) * T / n) * (T / n)

/-- Optical depth: the time integral of the emission rate `W` from `0` to `T`, for a rate
integrable there. -/
def opticalDepth (W : ℝ → ℝ) (T : ℝ) : ℝ := ∫ t in (0 : ℝ)..T, W t
```

`noEmission` is the product that the sampling rule produces, `stepDepth` is $D_n$, and `opticalDepth` is $\tau$. No exponential appears in these definitions. On a coarse grid a factor of `noEmission` may be negative, and the product then need not be the no-emission probability; the bounds below require steps short enough to exclude this.

The model takes $W$ as a prescribed function of time. The step from there to an electron in a laser field is the assumption that quantum emission can be described by a local rate along a known emission-free trajectory.

## The bias inequality and its constant

The one-step bound needs only $w\ge0$.

```lean
/-- For `w ≥ 0`, the exponential survival factor exceeds the linear one `1 - w` by at most
`w² / 2`. -/
theorem single_step_bias {w : ℝ} (hw : 0 ≤ w) :
    Real.exp (-w) - (1 - w) ≤ w ^ 2 / 2 := by
  have h := Real.quadratic_le_exp_of_nonneg hw
  have h1 : Real.exp (-w) * Real.exp w = 1 := by
    rw [← Real.exp_add]; simp
  have h2 : Real.exp (-w) * (1 + w + w ^ 2 / 2) ≤ 1 :=
    (mul_le_mul_of_nonneg_left h (Real.exp_pos (-w)).le).trans h1.le
  by_contra hc
  have hc' := lt_of_not_ge hc
  -- the two quadratics multiply to 1 + w⁴/4
  have h3 : (1 - w + w ^ 2 / 2) * (1 + w + w ^ 2 / 2)
      < Real.exp (-w) * (1 + w + w ^ 2 / 2) :=
    mul_lt_mul_of_pos_right (by linarith) (by positivity)
  nlinarith [sq_nonneg (w ^ 2)]
```

Here `h` is the quadratic lower bound on $e^w$, and `h2` is that bound multiplied by $e^{-w}$. The proof assumes the opposite inequality and multiplies it by $1+w+\tfrac12w^2$. The product identity then gives $1+\tfrac14w^4<1$, which `nlinarith` refutes.

The next theorem treats any finite collection of step probabilities in $[0,1]$, so the steps need not be equal or come from a rate. For an empty collection the bias and its upper bound are both zero.

```lean
/-- For step emission probabilities in `[0, 1]`, the product of the no-emission probabilities is at
most the exponential of minus their sum, and the gap is at most half the sum of their squares. -/
theorem survival_bias {ι : Type*} (s : Finset ι) (w : ι → ℝ)
    (hw : ∀ j ∈ s, 0 ≤ w j ∧ w j ≤ 1) :
    0 ≤ Real.exp (-∑ j ∈ s, w j) - ∏ j ∈ s, (1 - w j) ∧
    Real.exp (-∑ j ∈ s, w j) - ∏ j ∈ s, (1 - w j) ≤ (1 / 2) * ∑ j ∈ s, w j ^ 2 := by
  classical
  induction s using Finset.induction_on with
  | empty => simp
  | insert a s ha ih =>
    obtain ⟨h0, h1⟩ := ih (fun j hj => hw j (Finset.mem_insert_of_mem hj))
    obtain ⟨ha0, ha1⟩ := hw a (Finset.mem_insert_self a s)
    have hS : 0 ≤ ∑ j ∈ s, w j :=
      Finset.sum_nonneg fun j hj => (hw j (Finset.mem_insert_of_mem hj)).1
    have hE1 : Real.exp (-∑ j ∈ s, w j) ≤ 1 := Real.exp_le_one_iff.mpr (by linarith)
    have hE0 := Real.exp_pos (-∑ j ∈ s, w j)
    have hl : 0 ≤ Real.exp (-w a) - (1 - w a) := by
      linarith [Real.add_one_le_exp (-w a)]
    have hu := single_step_bias ha0
    -- new bias = (bias of the added step) * (old exponential) + (1 - w a) * (old bias)
    have key : Real.exp (-∑ j ∈ insert a s, w j) - ∏ j ∈ insert a s, (1 - w j)
        = (Real.exp (-w a) - (1 - w a)) * Real.exp (-∑ j ∈ s, w j)
          + (1 - w a) * (Real.exp (-∑ j ∈ s, w j) - ∏ j ∈ s, (1 - w j)) := by
      rw [Finset.sum_insert ha, Finset.prod_insert ha, neg_add, Real.exp_add]
      ring
    rw [key, Finset.sum_insert ha]
    constructor
    · exact add_nonneg (mul_nonneg hl hE0.le) (mul_nonneg (sub_nonneg.mpr ha1) h0)
    · have t1 := mul_le_of_le_one_right hl hE1
      have t2 := mul_le_of_le_one_left h0 (show 1 - w a ≤ 1 by linarith)
      linarith
```

The induction inserts one step `a` at a time. The equation `key` is the splitting of the bias derived above. The lower bound adds two nonnegative terms; for the upper bound, `t1` and `t2` discard the factors $e^{-S}$ and $1-a$, both at most one.

```lean
/-- Any constant `C` that bounds the one-step bias by `C w²` for all `w` in `[0, 1]` is at
least `1/2`. -/
theorem bias_constant_sharp (C : ℝ)
    (h : ∀ w : ℝ, 0 ≤ w → w ≤ 1 → Real.exp (-w) - (1 - w) ≤ C * w ^ 2) : 1 / 2 ≤ C := by
  by_contra hC
  have hC' := lt_of_not_ge hC
  obtain ⟨w, hw0, hw1, hwC⟩ : ∃ w : ℝ, 0 < w ∧ w ≤ 1 ∧ w ≤ 1 / 2 - C :=
    ⟨min 1 (1 / 2 - C), lt_min one_pos (by linarith), min_le_left _ _, min_le_right _ _⟩
  have hb := Real.exp_bound (x := -w) (by rw [abs_neg, abs_of_pos hw0]; exact hw1)
    (n := 3) (by norm_num)
  rw [abs_neg w, abs_of_pos hw0] at hb
  have hb' := (abs_le.mp hb).1
  norm_num [Finset.sum_range_succ, Nat.factorial] at hb'
  have h1 := h w hw0.le hw1
  have h2 : w ^ 2 * (1 / 2 - C) ≤ w ^ 2 * (2 / 9 * w) := by nlinarith
  have h3 := le_of_mul_le_mul_left h2 (by positivity)
  linarith
```

This theorem says that any constant valid for one step throughout $[0,1]$ is at least $\tfrac12$. `Real.exp_bound` with `n := 3` supplies the cubic remainder with coefficient $\tfrac29$, and the chosen `w` gives the contradiction.

## Bounded rates on a time grid

A short lemma places every grid time in $[0,T]$, including the final one, so that assumptions about $W$ on this interval apply there.

```lean
/-- The starting times of the steps, and the final time, lie in `[0, T]`. -/
lemma node_mem {T : ℝ} (hT : 0 ≤ T) {n j : ℕ} (hn : 0 < n) (hj : j ≤ n) :
    (j : ℝ) * T / n ∈ Set.Icc 0 T := by
  have hn' : (0 : ℝ) < n := Nat.cast_pos.mpr hn
  have hj' : (j : ℝ) ≤ n := Nat.cast_le.mpr hj
  refine ⟨by positivity, ?_⟩
  rw [div_le_iff₀ hn']
  nlinarith

/-- For a rate between `0` and `M` on `[0, T]` and `n ≥ 1` steps with `M T ≤ n`, the sampled
no-emission probability is at most the exponential of minus the summed step probabilities, and the
gap is at most `(M T)² / (2 n)`. -/
theorem bias_le_of_rate_le {W : ℝ → ℝ} {T M : ℝ} (hT : 0 ≤ T)
    (hW : ∀ t ∈ Set.Icc 0 T, 0 ≤ W t ∧ W t ≤ M) {n : ℕ} (hn : 0 < n) (hM : M * T ≤ n) :
    0 ≤ Real.exp (-stepDepth W T n) - noEmission W T n ∧
    Real.exp (-stepDepth W T n) - noEmission W T n ≤ (M * T) ^ 2 / (2 * n) := by
  have hn' : (0 : ℝ) < n := Nat.cast_pos.mpr hn
  have hh : 0 ≤ T / n := by positivity
  have hw : ∀ j ∈ Finset.range n, 0 ≤ W ((j : ℝ) * T / n) * (T / n) ∧
      W ((j : ℝ) * T / n) * (T / n) ≤ M * (T / n) := fun j hj => by
    have hj' := hW _ (node_mem hT hn (Finset.mem_range.mp hj).le)
    exact ⟨mul_nonneg hj'.1 hh, mul_le_mul_of_nonneg_right hj'.2 hh⟩
  have hM1 : M * (T / n) ≤ 1 := by
    rw [← mul_div_assoc, div_le_one hn']; exact hM
  obtain ⟨h0, h1⟩ := survival_bias (Finset.range n)
    (fun j => W ((j : ℝ) * T / n) * (T / n))
    (fun j hj => ⟨(hw j hj).1, (hw j hj).2.trans hM1⟩)
  have hs : ∑ j ∈ Finset.range n, (W ((j : ℝ) * T / n) * (T / n)) ^ 2
      ≤ (M * T) ^ 2 / n := by
    calc _ ≤ ∑ j ∈ Finset.range n, (M * (T / n)) ^ 2 :=
          Finset.sum_le_sum fun j hj => pow_le_pow_left₀ (hw j hj).1 (hw j hj).2 2
      _ = _ := by
          rw [Finset.sum_const, Finset.card_range, nsmul_eq_mul]
          field_simp
  have e : (M * T) ^ 2 / (2 * n) = 1 / 2 * ((M * T) ^ 2 / n) := by field_simp
  refine ⟨h0, h1.trans ?_⟩
  rw [e]
  exact mul_le_mul_of_nonneg_left hs (by norm_num)
```

The hypotheses read: $T\ge0$, the rate lies between $0$ and $M$ on $[0,T]$, there is at least one step, and $MT\le n$. The last condition keeps each emission probability at or below one. Continuity is not required. The proof applies `survival_bias` to the $w_j$ and, in `hs`, replaces each square by $(MT/n)^2$.

## Convergence to the optical depth

```lean
/-- For a rate continuous on `[0, T]`, the summed step probabilities tend to the optical depth
as the number of steps grows. -/
theorem tendsto_stepDepth {W : ℝ → ℝ} {T : ℝ} (hT : 0 ≤ T)
    (hW : ContinuousOn W (Set.Icc 0 T)) :
    Tendsto (stepDepth W T) atTop (𝓝 (opticalDepth W T)) := by
  rw [Metric.tendsto_atTop]
  intro ε hε
  obtain ⟨η, hη0, hη⟩ : ∃ η : ℝ, 0 < η ∧ η * T < ε := by
    refine ⟨ε / (T + 1), by positivity, ?_⟩
    rw [div_mul_eq_mul_div, div_lt_iff₀ (by linarith)]
    nlinarith
  obtain ⟨δ, hδ0, hδ⟩ := Metric.uniformContinuousOn_iff.mp
    (isCompact_Icc.uniformContinuousOn_of_continuous hW) η hη0
  obtain ⟨N, hN⟩ := exists_nat_gt (T / δ)
  refine ⟨N, fun n hnN => ?_⟩
  have hnT : T / δ < n := hN.trans_le (Nat.cast_le.mpr hnN)
  have hn' : (0 : ℝ) < n := lt_of_le_of_lt (by positivity) hnT
  have hn : 0 < n := Nat.cast_pos.mp hn'
  have hh : 0 ≤ T / n := by positivity
  have hhδ : T / n < δ := by
    rw [div_lt_iff₀ hδ0] at hnT
    rw [div_lt_iff₀ hn']
    linarith
  obtain ⟨x, hx⟩ : ∃ x : ℕ → ℝ, ∀ j, x j = (j : ℝ) * T / n := ⟨_, fun _ => rfl⟩
  have hstep : ∀ j, x (j + 1) - x j = T / n := fun j => by
    rw [hx, hx]; push_cast; ring
  have hle : ∀ j, x j ≤ x (j + 1) := fun j => by linarith [hstep j]
  have hmem : ∀ j, j ≤ n → x j ∈ Set.Icc 0 T := fun j hj => by
    rw [hx]; exact node_mem hT hn hj
  have hint : ∀ j < n, IntervalIntegrable W MeasureTheory.volume (x j) (x (j + 1)) := by
    intro j hj
    apply ContinuousOn.intervalIntegrable
    rw [Set.uIcc_of_le (hle j)]
    exact hW.mono (Set.Icc_subset_Icc (hmem j hj.le).1 (hmem (j + 1) hj).2)
  -- on each step the rate varies by less than η, so the error of the step is at most η T / n
  have hpiece : ∀ j ∈ Finset.range n,
      |W (x j) * (T / n) - ∫ t in x j..x (j + 1), W t| ≤ η * (T / n) := by
    intro j hj
    have hj' := Finset.mem_range.mp hj
    have e : ∫ t in x j..x (j + 1), (W (x j) - W t)
        = W (x j) * (T / n) - ∫ t in x j..x (j + 1), W t := by
      rw [intervalIntegral.integral_sub (continuous_const.intervalIntegrable _ _)
        (hint j hj'), intervalIntegral.integral_const, hstep, smul_eq_mul]
      ring
    have hb : ‖∫ t in x j..x (j + 1), (W (x j) - W t)‖ ≤ η * |x (j + 1) - x j| := by
      apply intervalIntegral.norm_integral_le_of_norm_le_const
      intro t ht
      rw [Set.uIoc_of_le (hle j)] at ht
      have hd := hδ (x j) (hmem j hj'.le) t
        ⟨(hmem j hj'.le).1.trans ht.1.le, ht.2.trans (hmem (j + 1) hj').2⟩
        (by rw [Real.dist_eq, abs_lt]; constructor <;> linarith [ht.1, ht.2, hstep j])
      rw [Real.dist_eq] at hd
      exact hd.le
    rw [hstep, abs_of_nonneg hh, e] at hb
    exact hb
  have hx0 : x 0 = 0 := by simp [hx]
  have hxn : x n = T := by rw [hx]; field_simp
  have htot : stepDepth W T n - opticalDepth W T
      = ∑ j ∈ Finset.range n, (W (x j) * (T / n) - ∫ t in x j..x (j + 1), W t) := by
    rw [Finset.sum_sub_distrib, intervalIntegral.sum_integral_adjacent_intervals hint,
      hx0, hxn]
    simp only [stepDepth, opticalDepth, hx]
  rw [Real.dist_eq, htot]
  calc _ ≤ ∑ j ∈ Finset.range n, |W (x j) * (T / n) - ∫ t in x j..x (j + 1), W t| :=
        Finset.abs_sum_le_sum_abs _ _
    _ ≤ ∑ j ∈ Finset.range n, η * (T / n) := Finset.sum_le_sum hpiece
    _ = η * T := by
        rw [Finset.sum_const, Finset.card_range, nsmul_eq_mul]
        field_simp
    _ < ε := hη
```

`Tendsto … atTop (𝓝 …)` is ordinary convergence as $n\to\infty$. For a tolerance $\varepsilon$, the proof takes $\eta=\varepsilon/(T+1)$, which also serves when $T=0$. Uniform continuity supplies a step length $\delta$, and $N$ is chosen so that $T/n<\delta$ for all $n\ge N$. The estimate `hpiece` bounds the error of one step by $\eta T/n$; `htot` joins the integrals over adjacent steps into the integral over $[0,T]$. No sign condition on $W$ is used, and no speed of convergence is stated.

The survival law adds the requirement that the rate be nonnegative.

```lean
/-- Optical-depth survival law: for a nonnegative rate continuous on `[0, T]`, the sampled
no-emission probability tends to the exponential of minus the optical depth as the number of
time steps grows. -/
theorem tendsto_noEmission {W : ℝ → ℝ} {T : ℝ} (hT : 0 ≤ T)
    (hW : ContinuousOn W (Set.Icc 0 T)) (hpos : ∀ t ∈ Set.Icc 0 T, 0 ≤ W t) :
    Tendsto (noEmission W T) atTop (𝓝 (Real.exp (-opticalDepth W T))) := by
  obtain ⟨M, hM⟩ := isCompact_Icc.exists_bound_of_continuousOn hW
  have hWM : ∀ t ∈ Set.Icc 0 T, 0 ≤ W t ∧ W t ≤ M := fun t ht =>
    ⟨hpos t ht, (le_abs_self _).trans (hM t ht)⟩
  obtain ⟨N, hN⟩ := exists_nat_ge (M * T)
  have hev : ∀ᶠ n : ℕ in atTop,
      0 ≤ Real.exp (-stepDepth W T n) - noEmission W T n ∧
      Real.exp (-stepDepth W T n) - noEmission W T n ≤ (M * T) ^ 2 / (2 * n) := by
    filter_upwards [eventually_ge_atTop N, eventually_gt_atTop 0] with n hn hn0
    exact bias_le_of_rate_le hT hWM hn0 (hN.trans (Nat.cast_le.mpr hn))
  have hb : Tendsto (fun n : ℕ => (M * T) ^ 2 / (2 * (n : ℝ))) atTop (𝓝 0) :=
    (tendsto_const_div_atTop_nhds_zero_nat ((M * T) ^ 2 / 2)).congr
      (fun n => by rw [div_div])
  -- the time-step bias vanishes, and the discrete depth converges
  have hD := squeeze_zero' (hev.mono fun _ h => h.1) (hev.mono fun _ h => h.2) hb
  have hE : Tendsto (fun n => Real.exp (-stepDepth W T n)) atTop
      (𝓝 (Real.exp (-opticalDepth W T))) :=
    (Real.continuous_exp.tendsto _).comp (tendsto_stepDepth hT hW).neg
  have hfin := hE.sub hD
  rw [sub_zero] at hfin
  exact hfin.congr (fun n => by ring)

end

end EmissionSampling
```

A continuous function on a closed bounded interval is bounded, which gives $M$. For all sufficiently large $n$ the previous bias bound applies, and `squeeze_zero'` sends the bias to zero (`hD`). Continuity of the exponential turns convergence of the depth into `hE`, and subtracting the two limits gives the result.

For strong-field QED simulations with a prescribed continuous rate, the law connects two ways of sampling the first emission. One is the test $r<W\,\Delta t$ at every step. The other draws $r$ once from $(0,1)$, sets a threshold $-\ln r$, and lets the electron emit when its accumulated optical depth reaches that value. For the second, the probability of crossing $[0,T]$ without emission is $e^{-\tau}$ if the depth is integrated exactly, and $e^{-D_n}$ if it is summed from the rates at the step starts. For the first, it tends to $e^{-\tau}$ as the steps are refined.

```lean
#print axioms EmissionSampling.bias_constant_sharp
#print axioms EmissionSampling.tendsto_noEmission
```

```
'EmissionSampling.bias_constant_sharp' depends on axioms: [propext, Classical.choice, Quot.sound]
'EmissionSampling.tendsto_noEmission' depends on axioms: [propext, Classical.choice, Quot.sound]
```
